# For two equivalent orbitals with 0 < s < 1 and b < as, the antibonding level rises more than the bonding level falls

The three integrals of the problem are treated here as independent real numbers: the on-site energy a, the resonance integral b and the overlap s. In a molecule all three follow from the atomic orbitals, the distance between the nuclei and, for a and b, the one-electron Hamiltonian. In the Lean file there are no orbitals and no distance, only two 2×2 matrices built from a, b and s, and whatever the physics says about these numbers has to enter as a hypothesis.

The hypotheses of the main theorem are 0 < s < 1 and b < as. The second one says that the coupling is attractive when energies are measured from the atomic level: moving the zero of energy to a replaces H by H − aS, whose off-diagonal element is b − as.

## The matrices and the two levels

```lean
import Mathlib

open Matrix

namespace HomonuclearLCAO

noncomputable section
```

These lines load the Mathlib library, switch on its matrix notation and open a namespace for the names that follow.

```lean
/-- The Hamiltonian matrix of two equivalent atomic orbitals with on-site energy `a` and
resonance integral `b`. -/
def hamiltonian (a b : ℝ) : Matrix (Fin 2) (Fin 2) ℝ := !![a, b; b, a]
```

The type `Matrix (Fin 2) (Fin 2) ℝ` is that of real 2×2 matrices, with rows and columns numbered 0 and 1. The notation `!![a, b; b, a]` lists the entries row by row. Equal diagonal entries express that the two atoms are alike.

```lean
/-- The overlap matrix of two normalised atomic orbitals with overlap integral `s`. -/
def overlap (s : ℝ) : Matrix (Fin 2) (Fin 2) ℝ := !![1, s; s, 1]
```

The overlap matrix S has ones on its diagonal because each atomic orbital is normalised.

```lean
/-- The bonding level `(a + b) / (1 + s)`. -/
def bonding (a b s : ℝ) : ℝ := (a + b) / (1 + s)
```

This is the level written below as

E₊ = (a + b)/(1 + s).

```lean
/-- The antibonding level `(a - b) / (1 - s)`. -/
def antibonding (a b s : ℝ) : ℝ := (a - b) / (1 - s)
```

Likewise,

E₋ = (a − b)/(1 − s).

At this point "bonding" and "antibonding" are only names for two formulas. That these are the roots of the secular equation, and which of them is lower, is proved further on.

```lean
/-- The Rayleigh quotient of the trial orbital with real coefficients `c`. -/
def rayleigh (a b s : ℝ) (c : Fin 2 → ℝ) : ℝ :=
  (c ⬝ᵥ (hamiltonian a b *ᵥ c)) / (c ⬝ᵥ (overlap s *ᵥ c))
```

A trial orbital is given by its coefficients c = (c₀, c₁), which Lean writes as `c 0` and `c 1`. The symbol `*ᵥ` multiplies a matrix by a vector and `⬝ᵥ` is the dot product, so the definition reads

R(c) = cᵀHc / cᵀSc.

## The roots of the secular determinant

```lean
/-- For `|s| < 1` the bonding level times `1 + s` is `a + b`, and the antibonding level times `1 -
s` is `a - b`. -/
theorem level_mul (a b s : ℝ) (h1 : -1 < s) (h2 : s < 1) :
    bonding a b s * (1 + s) = a + b ∧ antibonding a b s * (1 - s) = a - b := by
  have hp : 1 + s ≠ 0 := by linarith
  have hm : 1 - s ≠ 0 := by linarith
  unfold bonding antibonding
  constructor
  · field_simp
  · field_simp
```

A Lean theorem lists its variables and hypotheses before the colon, its claim after it, and its proof after `:= by`. Here `h1` and `h2` say that −1 < s < 1, and the claim is

E₊(1 + s) = a + b and E₋(1 − s) = a − b.

Both denominators are nonzero, and `field_simp` cancels them. Several later proofs use these two equations in place of the fractions.

```lean
/-- For `|s| < 1` the roots of the secular determinant are exactly the bonding and the
antibonding level. -/
theorem secular_roots (a b s E : ℝ) (h1 : -1 < s) (h2 : s < 1) :
    (hamiltonian a b - E • overlap s).det = 0 ↔
      E = bonding a b s ∨ E = antibonding a b s := by
  have hp : 1 + s ≠ 0 := by linarith
  have hm : 1 - s ≠ 0 := by linarith
  -- the determinant splits into an in-phase and an out-of-phase factor
  have hdet : (hamiltonian a b - E • overlap s).det =
      (E * (1 + s) - (a + b)) * (E * (1 - s) - (a - b)) := by
    rw [Matrix.det_fin_two]
    simp [hamiltonian, overlap]
    ring
  unfold bonding antibonding
  rw [hdet, mul_eq_zero, eq_div_iff hp, eq_div_iff hm]
  exact or_congr sub_eq_zero sub_eq_zero
```

For every real E, det(H − ES) = 0 holds if and only if E = E₊ or E = E₋. By hand, the determinant is a difference of squares:

det(H − ES) = (a − E)² − (b − Es)²

= [E(1 + s) − (a + b)] · [E(1 − s) − (a − b)].

A product vanishes exactly when one of its factors does, and solving each factor for E gives the two levels. In Lean, `hdet` is the factorisation, checked by `ring`, and `mul_eq_zero` splits the product. No condition on b is needed.

```lean
/-- For `|s| < 1` the vectors `(1, 1)` and `(1, -1)` solve the generalised eigenvalue equation `H c
= E S c` at the bonding and the antibonding level. -/
theorem molecular_orbitals (a b s : ℝ) (h1 : -1 < s) (h2 : s < 1) :
    hamiltonian a b *ᵥ ![1, 1] = bonding a b s • (overlap s *ᵥ ![1, 1]) ∧
    hamiltonian a b *ᵥ ![1, -1] = antibonding a b s • (overlap s *ᵥ ![1, -1]) := by
  obtain ⟨hB, hA⟩ := level_mul a b s h1 h2
  constructor
  · ext i
    fin_cases i <;>
      simp [hamiltonian, overlap, Matrix.mulVec, dotProduct, Fin.sum_univ_two] <;>
      linear_combination -hB
  · ext i
    fin_cases i <;>
      simp [hamiltonian, overlap, Matrix.mulVec, dotProduct, Fin.sum_univ_two] <;>
      first
        | linear_combination -hA
        | linear_combination hA
```

The in-phase and out-of-phase combinations solve Hc = ESc. The calculation is

H(1, 1) = (a + b)(1, 1), S(1, 1) = (1 + s)(1, 1),

H(1, −1) = (a − b)(1, −1), S(1, −1) = (1 − s)(1, −1).

Lean compares the vectors component by component and closes each case with `linear_combination`, which verifies that an equation follows from known ones multiplied by stated factors. The vectors are not normalised. With cᵀSc = 1 they become (1, 1)/√(2(1 + s)) and (1, −1)/√(2(1 − s)).

## The shifts from the atomic level

```lean
/-- For `|s| < 1` the atomic level minus the bonding level is `(a s - b) / (1 + s)`, and the
antibonding level minus the atomic level is `(a s - b) / (1 - s)`. -/
theorem level_shifts (a b s : ℝ) (h1 : -1 < s) (h2 : s < 1) :
    a - bonding a b s = (a * s - b) / (1 + s) ∧
    antibonding a b s - a = (a * s - b) / (1 - s) := by
  obtain ⟨hB, hA⟩ := level_mul a b s h1 h2
  have hp : 1 + s ≠ 0 := by linarith
  have hm : 1 - s ≠ 0 := by linarith
  constructor
  · rw [eq_div_iff hp]
    linear_combination -hB
  · rw [eq_div_iff hm]
    linear_combination hA
```

Putting each difference over its denominator gives

a − E₊ = (a + as − a − b)/(1 + s) = (as − b)/(1 + s),

E₋ − a = (a − b − a + as)/(1 − s) = (as − b)/(1 − s).

The two shifts have the same numerator. Lean multiplies by the denominator with `eq_div_iff` and then uses the equations of `level_mul`.

```lean
/-- If `b < a s` and `|s| < 1`, the antibonding level is shifted more than the bonding level
exactly when the overlap is positive. -/
theorem asymmetry_iff (a b s : ℝ) (h1 : -1 < s) (h2 : s < 1) (hb : b < a * s) :
    a - bonding a b s < antibonding a b s - a ↔ 0 < s := by
  obtain ⟨hB, hA⟩ := level_shifts a b s h1 h2
  have hp : 0 < 1 + s := by linarith
  have hm : 0 < 1 - s := by linarith
  have hd : 0 < a * s - b := by linarith
  rw [hB, hA, div_lt_div_iff₀ hp hm]
  constructor
  · intro h
    by_contra hs
    nlinarith [mul_nonneg hd.le (neg_nonneg.2 (not_lt.1 hs))]
  · intro hs
    nlinarith [mul_pos hd hs]
```

Write d = as − b, which is positive by the hypothesis `hb`. Since both denominators are positive,

d/(1 + s) < d/(1 − s) ⇔ d(1 − s) < d(1 + s) ⇔ 0 < 2ds ⇔ 0 < s.

The asymmetry is therefore equivalent to positive overlap, and at s = 0 the splitting is symmetric. The lemma `div_lt_div_iff₀` cross-multiplies. The two directions are then settled by `nlinarith`, which is given the sign of the product of d and s.

```lean
/-- If `b < a s` and `|s| < 1`, the bonding level lies strictly below the atomic level and the
antibonding level strictly above it. -/
theorem levels_straddle (a b s : ℝ) (h1 : -1 < s) (h2 : s < 1) (hb : b < a * s) :
    bonding a b s < a ∧ a < antibonding a b s := by
  obtain ⟨hB, hA⟩ := level_shifts a b s h1 h2
  have hx : 0 < (a * s - b) / (1 + s) := div_pos (by linarith) (by linarith)
  have hy : 0 < (a * s - b) / (1 - s) := div_pos (by linarith) (by linarith)
  constructor <;> linarith
```

With d > 0 both shifts are positive, so E₊ < a < E₋. The proof obtains the two positive fractions from `div_pos` and leaves the rest to linear arithmetic.

```lean
/-- For `0 < s < 1` and `b < a s` the secular determinant vanishes exactly at the two levels,
they enclose the atomic level `a`, and the antibonding level rises above `a` by more than the
bonding level falls below it. -/
theorem homonuclear_levels (a b s : ℝ) (h0 : 0 < s) (h2 : s < 1) (hb : b < a * s) :
    (∀ E : ℝ, (hamiltonian a b - E • overlap s).det = 0 ↔
      E = (a + b) / (1 + s) ∨ E = (a - b) / (1 - s)) ∧
    (a + b) / (1 + s) < a ∧ a < (a - b) / (1 - s) ∧
    a - (a + b) / (1 + s) < (a - b) / (1 - s) - a := by
  have h1 : -1 < s := by linarith
  obtain ⟨hl, hu⟩ := levels_straddle a b s h1 h2 hb
  exact ⟨fun E => secular_roots a b s E h1 h2, hl, hu,
    (asymmetry_iff a b s h1 h2 hb).2 h0⟩
```

This is the main theorem, with the levels written out as fractions. For 0 < s < 1 and b < as it states that the secular determinant vanishes exactly at the two levels, that

(a + b)/(1 + s) < a < (a − b)/(1 − s),

and that the upper shift is larger than the lower one. The proof only assembles `secular_roots`, `levels_straddle` and `asymmetry_iff`.

As an example, take a = −9, b = −7 and s = 1/3 in arbitrary energy units. Then as = −3, so b < as holds, and d = 4. The levels are

E₊ = −16/(4/3) = −12, E₋ = −2/(2/3) = −3.

The bonding level falls by 3 and the antibonding level rises by 6.

A negative b is not enough. Keep a = −9 and s = 1/3 but set b = −2, which violates b < as. Now

E₊ = −11/(4/3) = −8.25, E₋ = −7/(2/3) = −10.5,

and the in-phase combination lies above the atomic level while the out-of-phase one lies below it.

## The variational bounds

```lean
/-- If `b < a s` and `|s| < 1`, the Rayleigh quotient of every nonzero real trial vector lies
between the two levels; it equals the lower one exactly for equal coefficients and the upper one
exactly for opposite coefficients. -/
theorem rayleigh_bounds (a b s : ℝ) (h1 : -1 < s) (h2 : s < 1) (hb : b < a * s)
    (c : Fin 2 → ℝ) (hc : c ≠ 0) :
    bonding a b s ≤ rayleigh a b s c ∧ rayleigh a b s c ≤ antibonding a b s ∧
    (rayleigh a b s c = bonding a b s ↔ c 0 = c 1) ∧
    (rayleigh a b s c = antibonding a b s ↔ c 0 = -c 1) := by
  obtain ⟨hB, hA⟩ := level_mul a b s h1 h2
  obtain ⟨hl, hu⟩ := levels_straddle a b s h1 h2 hb
  have hp : 0 < 1 + s := by linarith
  have hm : 0 < 1 - s := by linarith
  -- both quadratic forms are diagonal in the sum and difference of the coefficients
  have hH : c ⬝ᵥ (hamiltonian a b *ᵥ c) =
      ((a + b) * (c 0 + c 1) ^ 2 + (a - b) * (c 0 - c 1) ^ 2) / 2 := by
    simp [hamiltonian, Matrix.mulVec, dotProduct, Fin.sum_univ_two]
    ring
  have hS : c ⬝ᵥ (overlap s *ᵥ c) =
      ((1 + s) * (c 0 + c 1) ^ 2 + (1 - s) * (c 0 - c 1) ^ 2) / 2 := by
    simp [overlap, Matrix.mulVec, dotProduct, Fin.sum_univ_two]
    ring
  have hN : 0 < c ⬝ᵥ (overlap s *ᵥ c) := by
    rw [hS]
    by_cases hu0 : c 0 + c 1 = 0
    · have hv0 : c 0 - c 1 ≠ 0 := by
        intro hv
        apply hc
        funext i
        fin_cases i
        · show c 0 = 0
          linarith
        · show c 1 = 0
          linarith
      nlinarith [mul_pos hm (sq_pos_iff.2 hv0), mul_nonneg hp.le (sq_nonneg (c 0 + c 1))]
    · nlinarith [mul_pos hp (sq_pos_iff.2 hu0), mul_nonneg hm.le (sq_nonneg (c 0 - c 1))]
  unfold rayleigh
  rw [le_div_iff₀ hN, div_le_iff₀ hN, div_eq_iff hN.ne', div_eq_iff hN.ne', hH, hS]
  generalize bonding a b s = B at *
  generalize antibonding a b s = A at *
  have hgm : 0 < (A - B) * (1 - s) := mul_pos (by linarith) hm
  have hgp : 0 < (A - B) * (1 + s) := mul_pos (by linarith) hp
  -- the distance to each level is a positive multiple of a square
  have kB : ((a + b) * (c 0 + c 1) ^ 2 + (a - b) * (c 0 - c 1) ^ 2) / 2 -
      B * (((1 + s) * (c 0 + c 1) ^ 2 + (1 - s) * (c 0 - c 1) ^ 2) / 2) =
      (A - B) * (1 - s) * (c 0 - c 1) ^ 2 / 2 := by
    linear_combination (-(c 0 + c 1) ^ 2 / 2) * hB - ((c 0 - c 1) ^ 2 / 2) * hA
  have kA : A * (((1 + s) * (c 0 + c 1) ^ 2 + (1 - s) * (c 0 - c 1) ^ 2) / 2) -
      ((a + b) * (c 0 + c 1) ^ 2 + (a - b) * (c 0 - c 1) ^ 2) / 2 =
      (A - B) * (1 + s) * (c 0 + c 1) ^ 2 / 2 := by
    linear_combination ((c 0 + c 1) ^ 2 / 2) * hB + ((c 0 - c 1) ^ 2 / 2) * hA
  refine ⟨?_, ?_, ⟨fun h => ?_, fun h => ?_⟩, ⟨fun h => ?_, fun h => ?_⟩⟩
  · linarith [mul_nonneg hgm.le (sq_nonneg (c 0 - c 1))]
  · linarith [mul_nonneg hgp.le (sq_nonneg (c 0 + c 1))]
  · have h0 : (A - B) * (1 - s) * (c 0 - c 1) ^ 2 = 0 := by linarith
    have hv := (pow_eq_zero_iff two_ne_zero).1 ((mul_eq_zero.1 h0).resolve_left hgm.ne')
    linarith
  · linear_combination kB + ((A - B) * (1 - s) * (c 0 - c 1) / 2) * h
  · have h0 : (A - B) * (1 + s) * (c 0 + c 1) ^ 2 = 0 := by linarith
    have hv := (pow_eq_zero_iff two_ne_zero).1 ((mul_eq_zero.1 h0).resolve_left hgp.ne')
    linarith
  · linear_combination -kA - ((A - B) * (1 + s) * (c 0 + c 1) / 2) * h
```

For −1 < s < 1, b < as and every nonzero real c, the theorem gives E₊ ≤ R(c) ≤ E₋. The lower bound is attained exactly when c₀ = c₁, the upper one exactly when c₀ = −c₁. Set u = c₀ + c₁ and v = c₀ − c₁. Both quadratic forms are then diagonal:

cᵀHc = [(a + b)u² + (a − b)v²]/2,

cᵀSc = [(1 + s)u² + (1 − s)v²]/2.

The second form is positive, because u and v cannot both vanish when c ≠ 0. Replacing a + b by E₊(1 + s) and a − b by E₋(1 − s) gives

cᵀHc − E₊ cᵀSc = (E₋ − E₊)(1 − s)v²/2 ≥ 0,

E₋ cᵀSc − cᵀHc = (E₋ − E₊)(1 + s)u²/2 ≥ 0.

Dividing by cᵀSc yields the bounds. Equality requires v = 0 in the first case and u = 0 in the second.

In the code, `hH` and `hS` are the diagonal forms, `hN` is the positivity of the norm, and `kB` and `kA` are the last two identities. The final six bullets treat the two inequalities and both directions of each equality condition.

This is the Rayleigh–Ritz principle inside a space of two orbitals with real coefficients. The lower bound is the lowest level of the matrix problem and says nothing about how close that level is to the exact energy of a molecule.

## Four electrons in two levels

```lean
/-- For `|s| < 1` the total orbital energy of two electrons in each level, minus that of four
electrons at the atomic level, is `4 s (a s - b) / (1 - s ^ 2)`. -/
theorem four_electron_energy (a b s : ℝ) (h1 : -1 < s) (h2 : s < 1) :
    2 * bonding a b s + 2 * antibonding a b s - 4 * a =
      4 * s * (a * s - b) / (1 - s ^ 2) := by
  obtain ⟨hB, hA⟩ := level_mul a b s h1 h2
  have hd : 0 < 1 - s ^ 2 := by nlinarith
  rw [eq_div_iff hd.ne']
  linear_combination 2 * (1 - s) * hB + 2 * (1 + s) * hA

end

end HomonuclearLCAO
```

Two electrons in each level, compared with four at energy a, give

2E₊ + 2E₋ − 4a = 2(E₋ − a) − 2(a − E₊)

= 2d/(1 − s) − 2d/(1 + s) = 4sd/(1 − s²).

Lean multiplies by 1 − s², which is positive, and combines the two equations of `level_mul`. The theorem assumes |s| < 1 and puts no condition on b. When s > 0 and b < as as well, the right-hand side is positive; in the example above it is 6.

This is a model of non-interacting electrons with one orbital per atom. If a is taken to be the level of the isolated atom, the positive cost is the model's orbital contribution to the repulsion between two closed-shell atoms such as helium. If a itself changes with the distance between the nuclei, that change has to be added. The repulsion between electrons and between nuclei is not part of the model.

```lean
#print axioms HomonuclearLCAO.molecular_orbitals
#print axioms HomonuclearLCAO.homonuclear_levels
#print axioms HomonuclearLCAO.rayleigh_bounds
#print axioms HomonuclearLCAO.four_electron_energy
```

```
'HomonuclearLCAO.molecular_orbitals' depends on axioms: [propext, Classical.choice, Quot.sound]
'HomonuclearLCAO.homonuclear_levels' depends on axioms: [propext, Classical.choice, Quot.sound]
'HomonuclearLCAO.rayleigh_bounds' depends on axioms: [propext, Classical.choice, Quot.sound]
'HomonuclearLCAO.four_electron_energy' depends on axioms: [propext, Classical.choice, Quot.sound]
```
